# One extrapolation of the symmetric Trotter step leaves an O(h⁵) error per step for finite matrices

Suppose a code needs exp(h(A+B)) but can cheaply exponentiate only A and B separately. The smallest matrices that fail to commute are 2×2, for example, with a semicolon between rows,

A = [0 1; 0 0],  B = [0 0; 1 0].

Since A² = B² = 0, the symmetric Trotter step S(h) = exp(hA/2) exp(hB) exp(hA/2) is a polynomial in h:

S(h) = [1+h²/2  h+h³/4; h  1+h²/2].

Two half steps give

S(h/2)² = [1+h²/2+h⁴/32  h+3h³/16+h⁵/128; h+h³/8  1+h²/2+h⁴/32].

The exact result has cosh h on the diagonal and sinh h off it. In the upper right entry, the h³ error is 1/4 − 1/6 = 1/12 for one full step and 3/16 − 1/6 = 1/48 for two half steps, a quarter as much. On the diagonal, the h⁴ errors are −1/24 and −1/96, again a factor of four. The combination (4 S(h/2)² − S(h))/3 therefore removes both orders:

[1+h²/2+h⁴/24  h+h³/6+h⁵/96; h+h³/6  1+h²/2+h⁴/24].

At h = 1/2 the lower left entry should be sinh(1/2) ≈ 0.521095. One step gives 0.5, two half steps give 0.515625, and the extrapolation gives (4 · 0.515625 − 0.5)/3 ≈ 0.520833. The error falls from about 0.0055 for the half steps to about 0.00026.

## The bound for any two square matrices

For complex square matrices A and B of the same finite size, commuting or not,

(4 S(h/2)² − S(h))/3 − exp(h(A+B)) = O(h⁵) as h → 0,

where h is complex. In the example the lower left error is −h⁵/120 to leading order, so the exponent 5 cannot be raised for all A and B.

## Real-time and imaginary-time propagation

For a time-independent Hamiltonian A+B represented in a finite orthonormal basis, h = −it gives a short real-time step with ħ = 1, and h = −τ gives an imaginary-time step. A split propagator that already has S can thus gain two orders by combining its outputs at two step sizes.

In real time with Hermitian A and B, each S is unitary, but the extrapolated combination generally is not. Call the combination M and let D = S(h) − S(h/2)². For real t, unitarity of the two terms gives M†M = 1 + (4/9)D†D. Both terms are accurate through second order, so D is O(t³) and M departs from unitarity by O(t⁶) per step. In exact arithmetic the norm of a state can grow under M but cannot shrink, and a code can monitor this growth.

## Why time symmetry removes the fourth order

Write H = A+B and S(h) = c₀ + hc₁ + h²c₂ + h³c₃ + h⁴c₄ + O(h⁵). Multiplying the three exponential series gives

c₀ = 1,

c₁ = A/2 + B + A/2 = H,

c₂ = A²/8 + B²/2 + A²/8 + AB/2 + A²/4 + BA/2 = H²/2.

The coefficients c₃ and c₄ contain nested products of A and B, but their explicit forms are not needed. Reversing the step undoes it, because the inner exponentials cancel in pairs:

S(−h)S(h) = exp(−hA/2) exp(−hB) exp(−hA/2) exp(hA/2) exp(hB) exp(hA/2) = 1.

Orders one to three of this identity cancel with the coefficients above. Order four reads

c₄ − Hc₃ + H⁴/4 − c₃H + c₄ = 0,

and hence

c₄ = (Hc₃ + c₃H)/2 − H⁴/8.

The coefficient of hᵏ in S(h/2)² is 2⁻ᵏ times the sum of cᵢcₖ₋ᵢ over i = 0, …, k. Let mₖ be the coefficient of hᵏ after extrapolation. Then

m₀ = 4/3 − 1/3 = 1,

m₁ = (2/3)(2H) − H/3 = H,

m₂ = (1/3)(2c₂ + H²) − c₂/3 = H²/2,

m₃ = (1/6)(2c₃ + Hc₂ + c₂H) − c₃/3 = H³/6,

m₄ = (1/12)(2c₄ + Hc₃ + c₃H + H⁴/4) − c₄/3 = −c₄/6 + (Hc₃ + c₃H)/12 + H⁴/48 = H⁴/24.

The last equality uses the formula for c₄. These are the coefficients of exp(hH) through order four, so the difference is O(h⁵).

Second-order accuracy alone does not suffice for this. The scalar step S(h) = 1 + h + h²/2 agrees with exp(h) through second order, but S(−h)S(h) = 1 + h⁴/4. Its extrapolation has h⁴/48 where exp(h) has h⁴/24, which leaves an error of order h⁴.

## The expansions in Lean

In `multiproduct_trotter`, `Matrix n n ℂ` is the type of complex matrices indexed by a finite type `n`. `strang A B` is S, named after the Strang splitting, and `extrapolate` forms the combination above. The notation `=O[𝓝 0]` says that some constant times |h|⁵ bounds the norm of the difference for all complex h close enough to zero. The norm is the largest absolute row sum; another matrix norm would change only the constant.

`Expands f c` says that f(h) equals the polynomial `taylor c h`, with coefficients c₀ to c₄, up to O(h⁵). The lemmas on general steps hold in any normed algebra `R` over ℂ. In particular, `extrapolate_symmetric` applies to every step that has such an expansion with c₀ = 1, c₂ = c₁²/2 and S(−h)S(h) = 1, whether or not it comes from a Trotter splitting.

```lean
import Mathlib

open Asymptotics Filter Topology

namespace MultiproductTrotter

noncomputable section

variable {R : Type*} [NormedRing R] [NormedAlgebra ℂ R]

/-- The polynomial of degree at most four in the step `h` with coefficients `c 0, ..., c 4`. -/
def taylor (c : ℕ → R) (h : ℂ) : R := ∑ k ∈ Finset.range 5, h ^ k • c k

/-- The step `f` has the coefficients `c 0, ..., c 4`, up to an error `O(h^5)` as `h → 0`. -/
def Expands (f : ℂ → R) (c : ℕ → R) : Prop :=
  (fun h => f h - taylor c h) =O[𝓝 0] (fun h : ℂ => h ^ 5)

/-- The coefficients of a product of two expansions, with the order of the factors kept. -/
def cauchy (c d : ℕ → R) (k : ℕ) : R := ∑ i ∈ Finset.range (k + 1), c i * d (k - i)

/-- The coefficients `X^k / k!` of the exact propagator `exp(hX)`. -/
def expCoeff (X : R) (k : ℕ) : R := ((k.factorial : ℂ)⁻¹) • X ^ k

/-- The extrapolated step `(4 S(h/2)^2 - S(h)) / 3`. -/
def extrapolate (S : ℂ → R) (h : ℂ) : R := (1 / 3 : ℂ) • ((4 : ℂ) • S (h / 2) ^ 2 - S h)


/-- When two steps are composed, their expansions multiply. -/
theorem Expands.mul {f g : ℂ → R} {c d : ℕ → R} (hf : Expands f c) (hg : Expands g d) :
    Expands (fun h => f h * g h) (cauchy c d) := by
  unfold Expands at *
  have bounded (a : ℕ → R) : taylor a =O[𝓝 0] (fun _ : ℂ => (1 : ℂ)) := by
    have hc : Continuous (taylor a) :=
      continuous_finsetSum _ fun k _ => (continuous_pow k).smul continuous_const
    exact (hc.tendsto 0).isBigO_one ℂ
  have h5 : (fun h : ℂ => h ^ 5) =O[𝓝 0] (fun _ : ℂ => (1 : ℂ)) :=
    ((continuous_pow 5).tendsto (0 : ℂ)).isBigO_one ℂ
  have hg1 : g =O[𝓝 0] (fun _ : ℂ => (1 : ℂ)) :=
    ((hg.trans h5).add (bounded d)).congr_left fun h => sub_add_cancel _ _
  -- the terms of degree five and more in the product of the two polynomials, divided by `h^5`
  let T : ℂ → R := fun h => (c 1 * d 4 + c 2 * d 3 + c 3 * d 2 + c 4 * d 1)
    + h • (c 2 * d 4 + c 3 * d 3 + c 4 * d 2) + h ^ 2 • (c 3 * d 4 + c 4 * d 3)
    + h ^ 3 • (c 4 * d 4)
  have hT : T =O[𝓝 0] (fun _ : ℂ => (1 : ℂ)) := by
    have hc : Continuous T := by fun_prop
    exact (hc.tendsto 0).isBigO_one ℂ
  have e (h : ℂ) : taylor c h * taylor d h - taylor (cauchy c d) h = h ^ 5 • T h := by
    simp only [T, taylor, cauchy, Finset.sum_range_succ, Finset.sum_range_zero, zero_add,
      mul_add, add_mul, smul_mul_assoc, mul_smul_comm]
    module
  have key := ((hf.mul hg1).add (((bounded c).mul hg).congr_right
    fun h => mul_comm _ _)).add ((isBigO_refl (fun h : ℂ => h ^ 5) (𝓝 0)).smul hT)
  refine (key.congr_right fun h => mul_one _).congr_left fun h => ?_
  rw [← e h]
  noncomm_ring

/-- Rescaling the step by `s` multiplies the coefficient of order `k` by `s^k`. -/
theorem Expands.scale {f : ℂ → R} {c : ℕ → R} (hf : Expands f c) (s : ℂ) :
    Expands (fun h => f (s * h)) (fun k => s ^ k • c k) := by
  unfold Expands at *
  have ht : Tendsto (fun h : ℂ => s * h) (𝓝 0) (𝓝 0) := by
    simpa using (continuous_const_mul s).tendsto (0 : ℂ)
  have hs : (fun h : ℂ => (s * h) ^ 5) =O[𝓝 0] (fun h : ℂ => h ^ 5) :=
    (isBigO_const_mul_self (s ^ 5) (fun h : ℂ => h ^ 5) (𝓝 0)).congr_left
      fun h => (mul_pow s h 5).symm
  refine ((hf.comp_tendsto ht).trans hs).congr_left fun h => ?_
  have e : taylor c (s * h) = taylor (fun k => s ^ k • c k) h :=
    Finset.sum_congr rfl fun k _ => by rw [mul_pow, smul_smul, mul_comm]
  simp only [Function.comp_apply, e]

/-- If a fourth-order term `h^4 K` is `O(h^5)` as `h → 0`, then `K` vanishes. -/
lemma eq_zero_of_order {K : R}
    (hK : (fun h : ℂ => h ^ 4 • K) =O[𝓝 0] (fun h : ℂ => h ^ 5)) : K = 0 := by
  by_contra hne
  have hpos : 0 < ‖K‖ := norm_pos_iff.mpr hne
  have ho := hK.trans_isLittleO (isLittleO_pow_pow (𝕜 := ℂ) (show 4 < 5 by norm_num))
  have hev : ∀ᶠ h in 𝓝[≠] (0 : ℂ), ‖h ^ 4 • K‖ ≤ ‖K‖ / 2 * ‖h ^ 4‖ :=
    (ho.def (half_pos hpos)).filter_mono nhdsWithin_le_nhds
  obtain ⟨h, hh, h0⟩ := (hev.and self_mem_nhdsWithin).exists
  have hp : 0 < ‖h ^ 4‖ := norm_pos_iff.mpr (pow_ne_zero 4 h0)
  rw [norm_smul] at hh
  nlinarith [mul_pos hp hpos]

/-- Let a step have the coefficients `c 0, ..., c 4` up to `O(h^5)`. If it obeys `S(-h) S(h) = 1`
and agrees with `exp(h c₁)` through second order, its fourth-order coefficient is fixed by those of
first and third order. -/
theorem fourth_coeff_of_symmetric {S : ℂ → R} {c : ℕ → R} (hS : Expands S c)
    (hsym : ∀ h, S (-h) * S h = 1) (h0 : c 0 = 1) (h2 : c 2 = (1 / 2 : ℂ) • c 1 ^ 2) :
    c 4 = (1 / 2 : ℂ) • (c 1 * c 3 + c 3 * c 1) - (1 / 8 : ℂ) • c 1 ^ 4 := by
  rw [← sub_eq_zero]
  apply eq_zero_of_order
  have hp := (hS.scale (-1)).mul hS
  unfold Expands at hp
  refine (hp.const_smul_left (-1 / 2 : ℂ)).congr_left fun h => ?_
  -- orders one to three cancel in `S(-h) S(h) = 1`
  simp only [Pi.smul_apply, neg_one_mul, hsym]
  simp only [taylor, cauchy, Finset.sum_range_succ, Finset.sum_range_zero, zero_add,
    h0, h2, pow_succ, pow_zero, one_mul, mul_one, smul_mul_assoc, mul_smul_comm, mul_assoc]
  module

/-- Let a step have the coefficients `c 0, ..., c 4` up to `O(h^5)`. If it obeys `S(-h) S(h) = 1`
and agrees with `exp(h c₁)` through second order, then the extrapolated step agrees with `exp(h c₁)`
through fourth order, up to `O(h^5)`. -/
theorem extrapolate_symmetric {S : ℂ → R} {c : ℕ → R} (hS : Expands S c)
    (hsym : ∀ h, S (-h) * S h = 1) (h0 : c 0 = 1) (h2 : c 2 = (1 / 2 : ℂ) • c 1 ^ 2) :
    Expands (extrapolate S) (expCoeff (c 1)) := by
  have h4 := fourth_coeff_of_symmetric hS hsym h0 h2
  have hp := (hS.mul hS).scale (1 / 2)
  unfold Expands at *
  refine ((hp.const_smul_left (4 / 3 : ℂ)).sub
    (hS.const_smul_left (1 / 3 : ℂ))).congr_left fun h => ?_
  have hcoef : ∀ k ∈ Finset.range 5, expCoeff (c 1) k =
      (4 / 3 : ℂ) • ((1 / 2 : ℂ) ^ k • cauchy c c k) - (1 / 3 : ℂ) • c k := by
    intro k hk
    have hk5 : k < 5 := Finset.mem_range.mp hk
    clear hk
    interval_cases k <;>
    simp only [expCoeff, cauchy, Finset.sum_range_succ, Finset.sum_range_zero, zero_add,
      h0, h2, h4, Nat.factorial, Nat.cast_one, pow_succ, pow_zero, one_mul,
      mul_one, smul_mul_assoc, mul_smul_comm, mul_assoc] <;>
    module
  have hsum : taylor (expCoeff (c 1)) h =
      (4 / 3 : ℂ) • taylor (fun k => (1 / 2 : ℂ) ^ k • cauchy c c k) h
        - (1 / 3 : ℂ) • taylor c h := by
    unfold taylor
    rw [Finset.smul_sum, Finset.smul_sum, ← Finset.sum_sub_distrib]
    refine Finset.sum_congr rfl fun k hk => ?_
    rw [hcoef k hk]
    module
  rw [hsum, extrapolate, show h / 2 = 1 / 2 * h by ring, sq]
  simp only [Pi.smul_apply]
  module

/-- The coefficients of the symmetric Trotter step. -/
def strangCoeff (A B : R) : ℕ → R :=
  cauchy (cauchy (fun k => (1 / 2 : ℂ) ^ k • expCoeff A k) (expCoeff B))
    (fun k => (1 / 2 : ℂ) ^ k • expCoeff A k)

/-- The symmetric Trotter coefficients of order zero, one and two are `1`, `A + B` and
`(A + B)^2 / 2`. -/
theorem strangCoeff_low (A B : R) : strangCoeff A B 0 = 1 ∧ strangCoeff A B 1 = A + B ∧
    strangCoeff A B 2 = (1 / 2 : ℂ) • (A + B) ^ 2 := by
  -- the low orders of a product and of an exponential
  have p0 (c d : ℕ → R) : cauchy c d 0 = c 0 * d 0 := by simp [cauchy]
  have p1 (c d : ℕ → R) : cauchy c d 1 = c 0 * d 1 + c 1 * d 0 := by
    simp [cauchy, Finset.sum_range_succ]
  have p2 (c d : ℕ → R) : cauchy c d 2 = c 0 * d 2 + c 1 * d 1 + c 2 * d 0 := by
    simp [cauchy, Finset.sum_range_succ]
  have x0 (X : R) : expCoeff X 0 = 1 := by simp [expCoeff]
  have x1 (X : R) : expCoeff X 1 = X := by simp [expCoeff]
  have x2 (X : R) : expCoeff X 2 = (1 / 2 : ℂ) • X ^ 2 := by simp [expCoeff]
  refine ⟨?_, ?_, ?_⟩ <;>
  simp only [strangCoeff, p0, p1, p2, x0, x1, x2, pow_succ, pow_zero, one_mul, mul_one,
    one_smul, smul_mul_assoc, mul_smul_comm, mul_add, add_mul] <;>
  module

variable {n : Type*} [Fintype n] [DecidableEq n]

attribute [local instance] Matrix.linftyOpNormedRing Matrix.linftyOpNormedAlgebra

/-- The symmetric Trotter step `S(h) = exp(hA/2) exp(hB) exp(hA/2)`. -/
def strang (A B : Matrix n n ℂ) (h : ℂ) : Matrix n n ℂ :=
  NormedSpace.exp ((h / 2) • A) * NormedSpace.exp (h • B) * NormedSpace.exp ((h / 2) • A)

/-- The matrix exponential `exp(hX)` has the coefficients `X^k / k!`. -/
theorem exp_expands (X : Matrix n n ℂ) :
    Expands (fun h : ℂ => NormedSpace.exp (h • X)) (expCoeff X) := by
  have hp : HasFPowerSeriesAt (NormedSpace.exp : Matrix n n ℂ → Matrix n n ℂ)
      (NormedSpace.expSeries ℂ (Matrix n n ℂ)) 0 := NormedSpace.exp_hasFPowerSeriesAt_zero
  have ht : Tendsto (fun h : ℂ => h • X) (𝓝 0) (𝓝 0) := by
    have hc : Continuous (fun h : ℂ => h • X) := continuous_id.smul continuous_const
    simpa using hc.tendsto 0
  unfold Expands
  refine (((hp.isBigO_sub_partialSum_pow 5).comp_tendsto ht).trans ?_).congr_left fun h => ?_
  · refine IsBigO.of_bound (‖X‖ ^ 5) (Eventually.of_forall fun h => ?_)
    simp only [Function.comp_apply, norm_pow, norm_norm, norm_smul, norm_mul, mul_pow]
    exact le_of_eq (mul_comm (‖h‖ ^ 5) (‖X‖ ^ 5))
  · simp only [Function.comp_apply, zero_add, FormalMultilinearSeries.partialSum, taylor,
      expCoeff]
    congr 1
    refine Finset.sum_congr rfl fun k _ => ?_
    exact Eq.trans (NormedSpace.expSeries_apply_eq (𝕂 := ℂ) (h • X) k)
      (Eq.trans (congrArg (fun Y : Matrix n n ℂ => ((k.factorial : ℂ)⁻¹) • Y)
        (smul_pow h X k)) (smul_comm _ _ _))

/-- A symmetric Trotter step is undone by the same step with `h` reversed. -/
theorem strang_symmetric (A B : Matrix n n ℂ) (h : ℂ) :
    strang A B (-h) * strang A B h = 1 := by
  have inv (t : ℂ) (X : Matrix n n ℂ) :
      NormedSpace.exp ((-t) • X) * NormedSpace.exp (t • X) = 1 := by
    rw [← Matrix.exp_add_of_commute _ _ (((Commute.refl X).smul_left _).smul_right _),
      neg_smul, neg_add_cancel, NormedSpace.exp_zero]
  have assoc (a' b' a b : Matrix n n ℂ) :
      a' * b' * a' * (a * b * a) = a' * (b' * (a' * a) * b) * a := by
    simp only [mul_assoc]
  rw [strang, strang, neg_div, assoc, inv, mul_one, inv, mul_one, inv]

/-- For any complex square matrices `A` and `B`, the extrapolated Trotter propagator
`(4 S(h/2)^2 - S(h)) / 3` differs from `exp(h(A+B))` by `O(h^5)` as `h → 0`. -/
theorem multiproduct_trotter (A B : Matrix n n ℂ) :
    (fun h : ℂ => extrapolate (strang A B) h - NormedSpace.exp (h • (A + B)))
      =O[𝓝 0] (fun h : ℂ => h ^ 5) := by
  obtain ⟨h0, h1, h2⟩ := strangCoeff_low A B
  have hA := (exp_expands A).scale (1 / 2)
  have hS : Expands (strang A B) (strangCoeff A B) := by
    have e : strang A B = fun h : ℂ => NormedSpace.exp ((1 / 2 * h) • A) *
        NormedSpace.exp (h • B) * NormedSpace.exp ((1 / 2 * h) • A) := by
      funext h
      rw [strang, show h / 2 = 1 / 2 * h by ring]
    rw [e]
    exact (hA.mul (exp_expands B)).mul hA
  have hM := extrapolate_symmetric hS (strang_symmetric A B) h0 (by rw [h1, h2])
  have hE := exp_expands (A + B)
  rw [h1] at hM
  unfold Expands at hM hE
  exact (hM.sub hE).congr_left fun h => sub_sub_sub_cancel_right _ _ _


end

end MultiproductTrotter
```

```lean
#print axioms MultiproductTrotter.extrapolate_symmetric
-- 'MultiproductTrotter.extrapolate_symmetric' depends on axioms: [propext, Classical.choice, Quot.sound]
#print axioms MultiproductTrotter.multiproduct_trotter
-- 'MultiproductTrotter.multiproduct_trotter' depends on axioms: [propext, Classical.choice, Quot.sound]
```

The proof follows the series calculation:

- `exp_expands` takes the Taylor remainder of the matrix exponential from its power series. `Expands.scale` turns h into h/2 or −h.
- `Expands.mul` multiplies two expansions. It bounds the error through (f−P)g + P(g−Q), where P and Q are the polynomials belonging to f and g, and collects the surplus terms of PQ in h⁵T(h) with T bounded near zero.
- `fourth_coeff_of_symmetric` expands S(−h)S(h) = 1. The tactic `module` collects the noncommuting products until only h⁴K is left, where K is c₄ minus its claimed value. `eq_zero_of_order` then gives K = 0, since a nonzero h⁴K cannot be O(h⁵).
- `extrapolate_symmetric` checks m₀ to m₄ one by one: `interval_cases k` separates the orders and `module` verifies each identity.
- `strangCoeff_low` computes c₀, c₁ and c₂, and `strang_symmetric` cancels the exponentials in pairs. The main theorem combines these facts and subtracts the expansion of exp(h(A+B)).

## Fixed matrices and a single small step

The theorem guarantees the order of the error for one step with A and B held fixed. It gives no numerical value for the constant and no step size below which the bound applies. Both may depend on the matrices, so a log–log plot of a nonzero error can be relied on to show a slope of about five or more only when h is small enough and rounding is still negligible.

The step from this model to a continuum Hamiltonian is left open: kinetic energy is then an unbounded operator, and refining a grid can enlarge the constant without limit.

For a fixed total time reached in N equal steps, the usual stability argument turns the O(h⁵) error per step into a total error of O(N⁻⁴); that accumulation is a separate estimate, which the Lean theorem does not contain. Time-dependent Hamiltonians and extrapolations with more than two step sizes likewise need their own statements.
